# Every density on a finite lattice with occupations between 0 and 1 and an integer total comes from a single Slater determinant

If some density on a lattice belonged to no Slater determinant, a Kohn–Sham-type search for orbitals with that density would run over an empty set, and no optimiser could repair it. Fractional occupations make me suspicious here. Take two spinless fermions on four sites with density (0.9, 0.6, 0.3, 0.2). A determinant fills each of its orbitals completely, while I associate an occupation of 0.3 with ensembles or correlated states. Can two orthonormal orbitals always reproduce such numbers, or does the Pauli bound leave some densities out of reach?

## Rotating two sites into each other reaches every such density

They always can. A site occupation can be fractional when a filled orbital is spread over several sites, so it needs neither an ensemble nor correlation.

Let \(U_a(i)\) be the value of real orbital \(a\) at site \(i\), with \(\sum_i U_a(i)U_b(i)=\delta_{ab}\) for the \(N\) orbitals. The wavefunction is \(\psi(x)=\det[U_a(x_b)]/\sqrt{N!}\), where \(x_b\) is the site of particle \(b\). Expanding the square over permutations \(\sigma,\tau\) gives

\[
\sum_x\psi(x)^2=\frac1{N!}\sum_{\sigma,\tau}\operatorname{sgn}\sigma\,\operatorname{sgn}\tau\prod_b\sum_i U_{\sigma(b)}(i)U_{\tau(b)}(i)=\frac1{N!}\sum_\sigma 1=1 .
\]

To find the density at \(i\), fix particle \(c\) there. The product of the other particles' overlaps vanishes unless \(\sigma(b)=\tau(b)\) for all \(b\neq c\), and then \(\sigma=\tau\). Summing over \(c\) gives

\[
\frac1{N!}\sum_\sigma\sum_c U_{\sigma(c)}(i)^2=\sum_a U_a(i)^2 .
\]

It remains to find orbitals for which this sum equals the prescribed \(n_i\). Mix two sites \(i\neq j\) by an angle \(\theta\):

\[
U'_a(i)=\cos\theta\,U_a(i)+\sin\theta\,U_a(j),\qquad U'_a(j)=\cos\theta\,U_a(j)-\sin\theta\,U_a(i).
\]

Since \(\cos^2\theta+\sin^2\theta=1\), the sum \(U'_a(i)U'_b(i)+U'_a(j)U'_b(j)\) equals its unprimed version. The orbitals stay orthonormal, and the total density on the pair is unchanged. As \(\theta\) runs from 0 to \(\pi/2\), the density at \(i\) moves continuously from its old value to the old value at \(j\), and so takes every value between them.

Now induct on the number of fractional sites.

- If there are none, put one orbital on each filled site.
- Otherwise let \(n_i\) be fractional. Were all other occupations 0 or 1, \(n_i\) would be a difference of integers strictly between 0 and 1, which is impossible. So a second site \(j\) is fractional.
- Put \(s=n_i+n_j\) and replace \((n_i,n_j)\) by \((s,0)\) if \(s\le1\), or by \((1,s-1)\) if \(s\ge1\). Fewer sites are now fractional, so orbitals exist by induction.
- In both cases \(n_i\) lies between the two new values. A rotation therefore restores \(n_i\), and \(j\) receives \(s-n_i=n_j\).

The matrix \(g=U^{\mathsf T}U\) is symmetric, with \(g^2=U^{\mathsf T}(UU^{\mathsf T})U=g\), trace \(\operatorname{tr}(UU^{\mathsf T})=N\) and diagonal \(g_{ii}=\sum_aU_a(i)^2=n_i\). Textbooks usually call it \(\gamma\), the one-particle density matrix.

For one particle on two sites with density \((p,1-p)\), the orbital \((\sqrt p,\sqrt{1-p})\) does the job. The bounds \(0\le n_i\le1\) alone do not suffice: a single site with \(n=1/2\) obeys them, but a \(1\times1\) idempotent matrix is 0 or 1.

## What the theorems say about orbitals, wavefunction and density

The finite type `ι` is the set of sites, each holding at most one fermion; with spin, read a site as a site–spin pair, and the orbitals may then mix up and down spin. The rows of `U` are the orbitals, and `U * Uᵀ = 1` is their orthonormality. `slater U` is the wavefunction on ordered configurations `x : Fin N → ι`. `density` counts the particles at a site, weighted with the squared wavefunction, so the density is computed from the wavefunction.

The hypotheses `h0` and `h1` are the bounds on `n`, and `hs` fixes its total to the natural number `N`. From these, `exists_slater_of_density` supplies orthonormal orbitals whose determinant has norm one and density exactly `n`. Under the same hypotheses, `exists_projector_of_density` supplies `g`; its statement mentions no wavefunction.

For lattice density-functional theory with finitely many sites and integer particle number, this means that a search over determinants of prescribed density has a candidate whenever the occupations lie between 0 and 1. Whether that determinant is the ground state of some local potential is a separate question. The step from electrons in continuous space to finitely many orthonormal site functions is taken before the hypotheses begin.

In Lean 4 with Mathlib:

```lean
import Mathlib

open Matrix

namespace LatticeSlaterDensity

noncomputable section

variable {ι : Type*} [Fintype ι] [DecidableEq ι] {N : ℕ}

/-- The Slater determinant of the `N` orbitals given by the rows of `U`, as a function of
the sites `x 0, x 1, …` of the particles, with the prefactor `1/√N!`. -/
def slater (U : Matrix (Fin N) ι ℝ) (x : Fin N → ι) : ℝ :=
  (U.submatrix id x).det / Real.sqrt (N.factorial : ℝ)

/-- The density of a real `N`-particle wavefunction at site `i`: the number of particles
at `i`, weighted with the squared wavefunction and summed over all configurations. -/
def density (ψ : (Fin N → ι) → ℝ) (i : ι) : ℝ :=
  ∑ x : Fin N → ι, (∑ b, if x b = i then (1 : ℝ) else 0) * ψ x ^ 2

omit [DecidableEq ι] in
/-- Two functions on the lattice that differ only at two sites, with equal sums over these
two sites, have equal sums over the lattice. -/
theorem sum_eq_of_pair {f g : ι → ℝ} {i j : ι} (hji : j ≠ i)
    (h : ∀ k, k ≠ i → k ≠ j → f k = g k) (hp : f i + f j = g i + g j) :
    ∑ k, f k = ∑ k, g k := by
  have h2 : ∑ k, (f k - g k) = (f i - g i) + (f j - g j) :=
    Fintype.sum_eq_add i j hji.symm fun k hk => sub_eq_zero.2 (h k hk.1 hk.2)
  rw [Finset.sum_sub_distrib] at h2
  linarith

omit [Fintype ι] [DecidableEq ι] in
/-- If all occupations in a region are 0 or 1, their sum is the number of filled sites. -/
theorem sum_eq_card (n : ι → ℝ) (s : Finset ι) (h : ∀ j ∈ s, n j = 0 ∨ n j = 1) :
    ∑ j ∈ s, n j = ((s.filter fun j => n j = 1).card : ℝ) := by
  rw [Finset.card_filter]
  push_cast
  refine Finset.sum_congr rfl fun j hj => ?_
  rcases h j hj with h | h <;> simp [h]

omit [DecidableEq ι] in
/-- The sum over all configurations of a product of one-particle weights times the squared
determinant (without the prefactor `1/N!`) reduces to a single sum over permutations, if for any two
different permutations some weighted orbital overlap vanishes. -/
theorem sum_weight_det_sq (U : Matrix (Fin N) ι ℝ) (w : Fin N → ι → ℝ)
    (hw : ∀ σ τ : Equiv.Perm (Fin N), σ ≠ τ →
      ∃ b, ∑ i, w b i * (U (σ b) i * U (τ b) i) = 0) :
    ∑ x : Fin N → ι, (∏ b, w b (x b)) * (U.submatrix id x).det ^ 2
      = ∑ σ : Equiv.Perm (Fin N), ∏ b, ∑ i, w b i * (U (σ b) i * U (σ b) i) := by
  have hx : ∀ x : Fin N → ι, (∏ b, w b (x b)) * (U.submatrix id x).det ^ 2
      = ∑ σ : Equiv.Perm (Fin N), ∑ τ : Equiv.Perm (Fin N),
        (((Equiv.Perm.sign σ : ℤ) : ℝ) * ((Equiv.Perm.sign τ : ℤ) : ℝ)) *
          ∏ b, (w b (x b) * (U (σ b) (x b) * U (τ b) (x b))) := by
    intro x
    rw [sq, Matrix.det_apply', Finset.sum_mul_sum, Finset.mul_sum]
    refine Finset.sum_congr rfl fun σ _ => ?_
    rw [Finset.mul_sum]
    refine Finset.sum_congr rfl fun τ _ => ?_
    simp only [Matrix.submatrix_apply, id, Finset.prod_mul_distrib]
    ring
  rw [Finset.sum_congr rfl fun x _ => hx x, Finset.sum_comm]
  refine Finset.sum_congr rfl fun σ _ => ?_
  -- the sum over configurations factorises into one-particle overlaps
  have hf : ∀ τ : Equiv.Perm (Fin N),
      ∑ x : Fin N → ι, ∏ b, (w b (x b) * (U (σ b) (x b) * U (τ b) (x b)))
        = ∏ b, ∑ i, w b i * (U (σ b) i * U (τ b) i) := by
    intro τ
    rw [Finset.prod_univ_sum, Fintype.piFinset_univ]
  rw [Finset.sum_comm]
  simp only [← Finset.mul_sum, hf]
  rw [Finset.sum_eq_single σ]
  · rcases Int.units_eq_one_or (Equiv.Perm.sign σ) with h | h <;> simp [h]
  · intro τ _ hne
    obtain ⟨b, hb⟩ := hw σ τ hne.symm
    rw [Finset.prod_eq_zero (Finset.mem_univ b) hb, mul_zero]
  · intro h
    exact absurd (Finset.mem_univ σ) h

/-- The Slater determinant of orthonormal orbitals is normalised, and its density is the
sum of the orbital densities. -/
theorem slater_norm_density (U : Matrix (Fin N) ι ℝ) (hU : U * Uᵀ = 1) :
    ∑ x, slater U x ^ 2 = 1 ∧ ∀ i, density (slater U) i = ∑ a, U a i ^ 2 := by
  have ho : ∀ a b, ∑ i, U a i * U b i = if a = b then 1 else 0 := fun a b => by
    simpa only [Matrix.mul_apply, Matrix.transpose_apply, Matrix.one_apply]
      using congrFun (congrFun hU a) b
  have hs : Real.sqrt (N.factorial : ℝ) ^ 2 = N.factorial := Real.sq_sqrt (Nat.cast_nonneg _)
  have hN : (N.factorial : ℝ) ≠ 0 := Nat.cast_ne_zero.2 N.factorial_ne_zero
  constructor
  · have h := sum_weight_det_sq U (fun _ _ => 1) (fun σ τ hne => by
      obtain ⟨b, hb⟩ := not_forall.1 fun h => hne (Equiv.ext h)
      exact ⟨b, by simp [ho, hb]⟩)
    simp only [Finset.prod_const_one, one_mul, ho, ↓reduceIte, Finset.sum_const,
      Finset.card_univ, Fintype.card_perm, Fintype.card_fin, nsmul_eq_mul, mul_one] at h
    simp only [slater, div_pow, hs]
    rw [← Finset.sum_div, h, div_self hN]
  intro i
  -- `N!` times the probability of finding particle `c` at site `i`
  have key : ∀ c : Fin N, ∑ x : Fin N → ι,
      (if x c = i then (1 : ℝ) else 0) * (U.submatrix id x).det ^ 2
        = ∑ σ : Equiv.Perm (Fin N), U (σ c) i ^ 2 := by
    intro c
    have h := sum_weight_det_sq U
      (fun b k => if b = c then (if k = i then 1 else 0) else 1) (fun σ τ hne => by
        by_contra hcon
        have hb : ∀ b, b ≠ c → σ b = τ b := fun b hbc => by
          by_contra hb
          exact hcon ⟨b, by simp [hbc, ho, hb]⟩
        -- permutations that agree off one point are equal
        obtain ⟨d, hd⟩ := σ.surjective (τ c)
        have hdc : d = c := by
          by_contra hdc
          exact hdc (τ.injective ((hb d hdc).symm.trans hd))
        refine hne (Equiv.ext fun b => ?_)
        by_cases hbc : b = c
        · rw [hbc, ← hd, hdc]
        · exact hb b hbc)
    simp only [Finset.prod_ite_eq', Finset.mem_univ, ↓reduceIte] at h
    rw [h]
    refine Finset.sum_congr rfl fun σ _ => ?_
    rw [Finset.prod_eq_single c]
    · simp [sq]
    · intro b _ hb
      simp [hb, ho]
    · simp
  have e : ∑ x : Fin N → ι, (∑ b, if x b = i then (1 : ℝ) else 0) *
      (U.submatrix id x).det ^ 2 = N.factorial * ∑ a, U a i ^ 2 := by
    simp only [Finset.sum_mul]
    rw [Finset.sum_comm]
    simp only [key]
    rw [Finset.sum_comm]
    have hσ : ∀ σ : Equiv.Perm (Fin N), ∑ b, U (σ b) i ^ 2 = ∑ a, U a i ^ 2 :=
      fun σ => Equiv.sum_comp σ fun a => U a i ^ 2
    simp only [hσ, Finset.sum_const, Finset.card_univ, Fintype.card_perm,
      Fintype.card_fin, nsmul_eq_mul]
  simp only [density, slater, div_pow, hs, ← mul_div_assoc]
  rw [← Finset.sum_div, e, mul_div_cancel_left₀ _ hN]

/-- If `t` is at least the density at site `j` and at most the density at site `i`, then orthonormal
orbitals can be changed at these two sites alone, staying orthonormal, so that `i` gets the density
`t` and `j` takes the rest of the pair's total. -/
theorem mix_sites (U : Matrix (Fin N) ι ℝ) (hU : U * Uᵀ = 1) {i j : ι} (hji : j ≠ i)
    {t : ℝ} (hj : ∑ a, U a j ^ 2 ≤ t) (hi : t ≤ ∑ a, U a i ^ 2) :
    ∃ V : Matrix (Fin N) ι ℝ, V * Vᵀ = 1 ∧ ∑ a, V a i ^ 2 = t ∧
      ∑ a, V a j ^ 2 = ∑ a, U a i ^ 2 + ∑ a, U a j ^ 2 - t ∧
      ∀ k, k ≠ i → k ≠ j → ∀ a, V a k = U a k := by
  -- the angle comes from the intermediate value theorem
  obtain ⟨θ, -, hθ⟩ := intermediate_value_Icc'
    (f := fun θ : ℝ => ∑ a, (Real.cos θ * U a i + Real.sin θ * U a j) ^ 2)
    (a := 0) (b := Real.pi / 2) (by positivity) (by fun_prop)
    (show t ∈ Set.Icc _ _ from ⟨by simpa using hj, by simpa using hi⟩)
  have hθ' : ∑ a, (Real.cos θ * U a i + Real.sin θ * U a j) ^ 2 = t := hθ
  refine ⟨Matrix.of fun a k => if k = i then Real.cos θ * U a i + Real.sin θ * U a j
    else if k = j then Real.cos θ * U a j - Real.sin θ * U a i else U a k, ?_, ?_, ?_, ?_⟩
  · rw [← hU]
    ext a b
    simp only [Matrix.mul_apply, Matrix.transpose_apply, Matrix.of_apply]
    refine sum_eq_of_pair hji (fun k hki hkj => by simp [hki, hkj]) ?_
    simp only [hji, ↓reduceIte]
    linear_combination (U a i * U b i + U a j * U b j) * Real.sin_sq_add_cos_sq θ
  · simp only [Matrix.of_apply, ↓reduceIte]
    exact hθ'
  · simp only [Matrix.of_apply, hji, ↓reduceIte]
    rw [← hθ', ← Finset.sum_add_distrib, ← Finset.sum_sub_distrib]
    refine Finset.sum_congr rfl fun a _ => ?_
    linear_combination (U a i ^ 2 + U a j ^ 2) * Real.sin_sq_add_cos_sq θ
  · intro k hki hkj a
    simp [hki, hkj]

/-- A density with `N` filled sites and all others empty comes from `N` orthonormal
orbitals. -/
theorem integer_orbitals (n : ι → ℝ) (h : ∀ i, n i = 0 ∨ n i = 1) (hs : ∑ i, n i = N) :
    ∃ U : Matrix (Fin N) ι ℝ, U * Uᵀ = 1 ∧ ∀ i, ∑ a, U a i ^ 2 = n i := by
  have hc : (Finset.univ.filter fun i => n i = 1).card = N := by
    exact_mod_cast (sum_eq_card n Finset.univ fun i _ => h i).symm.trans hs
  -- number the filled sites
  obtain ⟨f, hf, hf1, hf2⟩ : ∃ f : Fin N → ι, Function.Injective f ∧
      (∀ a, n (f a) = 1) ∧ ∀ i, n i = 1 → ∃ a, f a = i := by
    let e := Finset.equivFinOfCardEq hc
    exact ⟨fun a => (e.symm a).1, fun a b hab => e.symm.injective (Subtype.ext hab),
      fun a => (Finset.mem_filter.1 (e.symm a).2).2,
      fun i hi => ⟨e ⟨i, by simp [hi]⟩, by simp⟩⟩
  refine ⟨Matrix.of fun a i => if f a = i then 1 else 0, ?_, fun i => ?_⟩
  · ext a b
    by_cases hab : a = b
    · subst hab
      simp [Matrix.mul_apply]
    · have hne : f a ≠ f b := fun h => hab (hf h)
      simp [Matrix.mul_apply, hab, hne]
  · rcases h i with hi | hi
    · have hne : ∀ a, f a ≠ i := fun a ha => by
        have h1 := hf1 a
        rw [ha, hi] at h1
        exact zero_ne_one h1
      simp [hne, hi]
    · obtain ⟨a, rfl⟩ := hf2 i hi
      simp [hf.eq_iff, hi, ite_pow]

/-- Every lattice density with values in `[0,1]` and total `N` is the sum of the densities
of `N` orthonormal real orbitals. -/
theorem exists_orbitals (n : ι → ℝ) (h0 : ∀ i, 0 ≤ n i) (h1 : ∀ i, n i ≤ 1)
    (hs : ∑ i, n i = N) :
    ∃ U : Matrix (Fin N) ι ℝ, U * Uᵀ = 1 ∧ ∀ i, ∑ a, U a i ^ 2 = n i := by
  -- induction on the number of fractional occupations
  induction hk : (Finset.univ.filter fun i => n i ≠ 0 ∧ n i ≠ 1).card
    using Nat.strong_induction_on generalizing n with
  | _ k ih =>
  by_cases hint : ∀ i, n i = 0 ∨ n i = 1
  · exact integer_orbitals n hint hs
  obtain ⟨i, hi⟩ := not_forall.1 hint
  rw [not_or] at hi
  -- an integer total forces a second fractional site
  obtain ⟨j, hji, hj⟩ : ∃ j, j ≠ i ∧ n j ≠ 0 ∧ n j ≠ 1 := by
    by_contra hcon
    obtain ⟨m, hm⟩ : ∃ m : ℕ, ∑ j ∈ Finset.univ.erase i, n j = (m : ℝ) :=
      ⟨_, sum_eq_card n _ fun j hj => by
        by_contra hj'
        exact hcon ⟨j, Finset.ne_of_mem_erase hj, not_or.1 hj'⟩⟩
    have ht := Finset.add_sum_erase Finset.univ n (Finset.mem_univ i)
    have hpos : 0 < n i := lt_of_le_of_ne (h0 i) (Ne.symm hi.1)
    have hlt : n i < 1 := lt_of_le_of_ne (h1 i) hi.2
    rw [hm, hs] at ht
    have a1 : (m : ℝ) < N := by linarith
    have a2 : (N : ℝ) < m + 1 := by linarith
    have b1 : m < N := by exact_mod_cast a1
    have b2 : N < m + 1 := by exact_mod_cast a2
    omega
  -- shift charge from `j` to `i` until one of them is empty or full
  obtain ⟨p, q, hq0, hp1, hqi, hip, hpq, hend⟩ : ∃ p q : ℝ, 0 ≤ q ∧ p ≤ 1 ∧ q ≤ n i ∧
      n i ≤ p ∧ p + q = n i + n j ∧ (q = 0 ∨ p = 1) := by
    rcases le_total (n i + n j) 1 with h | h
    · exact ⟨n i + n j, 0, le_rfl, h, h0 i, by linarith [h0 j], by ring, Or.inl rfl⟩
    · exact ⟨1, n i + n j - 1, by linarith, le_rfl, by linarith [h1 j], h1 i, by ring,
        Or.inr rfl⟩
  obtain ⟨m, hmi, hmj, hmk⟩ : ∃ m : ι → ℝ, m i = p ∧ m j = q ∧
      ∀ k, k ≠ i → k ≠ j → m k = n k :=
    ⟨fun k => if k = i then p else if k = j then q else n k, by simp, by simp [hji],
      fun k h h' => by simp [h, h']⟩
  have hb : ∀ k, 0 ≤ m k ∧ m k ≤ 1 := by
    intro k
    by_cases hki : k = i
    · rw [hki, hmi]
      exact ⟨(h0 i).trans hip, hp1⟩
    by_cases hkj : k = j
    · rw [hkj, hmj]
      exact ⟨hq0, hqi.trans (h1 i)⟩
    rw [hmk k hki hkj]
    exact ⟨h0 k, h1 k⟩
  have hms : ∑ k, m k = N :=
    (sum_eq_of_pair hji hmk (by rw [hmi, hmj, hpq])).trans hs
  have hsub : (Finset.univ.filter fun k => m k ≠ 0 ∧ m k ≠ 1) ⊆
      Finset.univ.filter fun k => n k ≠ 0 ∧ n k ≠ 1 := by
    intro k hk
    simp only [Finset.mem_filter, Finset.mem_univ, true_and] at hk ⊢
    by_cases hki : k = i
    · rw [hki]
      exact hi
    by_cases hkj : k = j
    · rw [hkj]
      exact hj
    rwa [hmk k hki hkj] at hk
  have hlt : (Finset.univ.filter fun k => m k ≠ 0 ∧ m k ≠ 1).card < k := by
    rw [← hk]
    refine Finset.card_lt_card ((Finset.ssubset_iff_of_subset hsub).2 ?_)
    rcases hend with h | h
    · exact ⟨j, by simp [hj.1, hj.2], by simp [hmj, h]⟩
    · exact ⟨i, by simp [hi.1, hi.2], by simp [hmi, h]⟩
  obtain ⟨U, hU, hd⟩ := ih _ hlt m (fun k => (hb k).1) (fun k => (hb k).2) hms rfl
  -- rotate back to the wanted density
  obtain ⟨V, hV, hVi, hVj, hVk⟩ := mix_sites U hU hji (t := n i)
    (by rw [hd, hmj]; exact hqi) (by rw [hd, hmi]; exact hip)
  refine ⟨V, hV, fun k => ?_⟩
  by_cases hki : k = i
  · rw [hki, hVi]
  by_cases hkj : k = j
  · rw [hkj, hVj, hd, hd, hmi, hmj]
    linarith
  simp only [hVk k hki hkj]
  rw [hd, hmk k hki hkj]

/-- Every lattice density with values in `[0,1]` and total `N` is the density of a single
normalised Slater determinant of `N` orthonormal real orbitals. -/
theorem exists_slater_of_density (n : ι → ℝ) (h0 : ∀ i, 0 ≤ n i) (h1 : ∀ i, n i ≤ 1)
    (hs : ∑ i, n i = N) :
    ∃ U : Matrix (Fin N) ι ℝ, U * Uᵀ = 1 ∧ ∑ x, slater U x ^ 2 = 1 ∧
      ∀ i, density (slater U) i = n i := by
  obtain ⟨U, hU, hd⟩ := exists_orbitals n h0 h1 hs
  obtain ⟨hn, hρ⟩ := slater_norm_density U hU
  exact ⟨U, hU, hn, fun i => (hρ i).trans (hd i)⟩

/-- Every lattice density with values in `[0,1]` and total `N` is the diagonal of a real
symmetric idempotent matrix of trace `N`. -/
theorem exists_projector_of_density (n : ι → ℝ) (h0 : ∀ i, 0 ≤ n i) (h1 : ∀ i, n i ≤ 1)
    (hs : ∑ i, n i = N) :
    ∃ g : Matrix ι ι ℝ, gᵀ = g ∧ g * g = g ∧ g.trace = N ∧ ∀ i, g i i = n i := by
  obtain ⟨U, hU, hd⟩ := exists_orbitals n h0 h1 hs
  refine ⟨Uᵀ * U, ?_, ?_, ?_, fun i => ?_⟩
  · rw [Matrix.transpose_mul, Matrix.transpose_transpose]
  · rw [Matrix.mul_assoc, ← Matrix.mul_assoc U, hU, Matrix.one_mul]
  · rw [Matrix.trace_mul_comm, hU, Matrix.trace_one, Fintype.card_fin]
  · rw [← hd i]
    simp [Matrix.mul_apply, sq]

end

end LatticeSlaterDensity
```

```lean
#print axioms LatticeSlaterDensity.exists_slater_of_density
-- 'LatticeSlaterDensity.exists_slater_of_density' depends on axioms: [propext, Classical.choice, Quot.sound]
#print axioms LatticeSlaterDensity.exists_projector_of_density
-- 'LatticeSlaterDensity.exists_projector_of_density' depends on axioms: [propext, Classical.choice, Quot.sound]
```

## From permutation sums to the induction

`sum_weight_det_sq` is the double expansion over permutations, with a weight `w b i` for particle `b` at site `i`. `slater_norm_density` uses it twice: with all weights 1 for the norm, and with an indicator on particle `c` for the density.

`mix_sites` is the rotation. `intermediate_value_Icc'` provides the angle, and the `linear_combination` steps apply \(\sin^2\theta+\cos^2\theta=1\). `sum_eq_of_pair` reduces a lattice sum to the two sites that changed.

`integer_orbitals` is the base case; it numbers the filled sites, which `sum_eq_card` counts. `exists_orbitals` runs the induction in its strong form, because a shift with \(s=1\) removes two fractional sites at once. There `omega` refutes an integer strictly between two neighbours, `p` and `q` are the shifted occupations, and `mix_sites` rotates back. The last two theorems combine these orbitals with the density formula and with the algebra of \(U^{\mathsf T}U\).
